# The largest eigenvalue of equal-weight pair removal and return, for k fermion pairs on m levels, is k(m − k + 1)

To ask how strongly $k$ fermion pairs on $m$ levels can occupy one common pair state, one must first decide what a many-pair state is; here it is a complex amplitude for each set of levels that hold a pair, so every level is either empty or doubly occupied. The operator $P$ removes one pair, with equal weight from every filled level, and its adjoint $P^*$ returns one. In a normalised state the mean of $P^*P$ is $m$ times the occupation of the equal-weight pair state.

```lean
import Mathlib

open Finset ComplexConjugate

namespace YangPairOccupation

noncomputable section

/-- A state of pairs on `m` levels: an amplitude for each set of occupied levels. -/
abbrev PairState (m : ℕ) := Finset (Fin m) → ℂ

variable {m k : ℕ}

/-- The operator `P`, which removes one pair, summed over all levels with equal weight. -/
def removePair (ψ : PairState m) : PairState m :=
  fun T => ∑ p ∈ Tᶜ, ψ (insert p T)

/-- The operator `P*`, which adds one pair, summed over all empty levels with equal weight. -/
def addPair (φ : PairState m) : PairState m :=
  fun S => ∑ p ∈ S, φ (S.erase p)

/-- The state contains exactly `k` pairs: other configurations have amplitude zero. -/
def HasPairs (k : ℕ) (ψ : PairState m) : Prop := ∀ S, S.card ≠ k → ψ S = 0

/-- The squared norm of a state. -/
def weight (ψ : PairState m) : ℝ := ∑ S, ‖ψ S‖ ^ 2

/-- The unnormalised uniform superposition of all configurations of `k` pairs. -/
def uniform (m k : ℕ) : PairState m := fun S => if S.card = k then 1 else 0

/-- `P` sends a single configuration to the sum of the configurations with one pair removed. -/
theorem removePair_single (S : Finset (Fin m)) :
    removePair (Pi.single S 1) = ∑ p ∈ S, (Pi.single (S.erase p) 1 : PairState m) := by
  funext T
  simp only [removePair, Finset.sum_apply, Pi.single_apply]
  rw [← Finset.sum_filter, ← Finset.sum_filter]
  refine Finset.sum_congr ?_ (fun _ _ => rfl)
  ext p
  simp only [mem_filter, mem_compl]
  constructor
  · rintro ⟨h, rfl⟩
    exact ⟨mem_insert_self _ _, (erase_insert h).symm⟩
  · rintro ⟨h, rfl⟩
    exact ⟨by simp, insert_erase h⟩

/-- Summing over a configuration and a level to fill is the same as summing over the
filled configuration and the level to empty. -/
theorem sum_insert_eq {R : Type*} [AddCommMonoid R]
    (H : Finset (Fin m) → Finset (Fin m) → R) :
    ∑ T, ∑ p ∈ Tᶜ, H T (insert p T) = ∑ S, ∑ p ∈ S, H (S.erase p) S := by
  rw [Finset.sum_sigma', Finset.sum_sigma']
  refine Finset.sum_bij' (fun x _ => ⟨insert x.2 x.1, x.2⟩)
    (fun x _ => ⟨x.1.erase x.2, x.2⟩) ?_ ?_ ?_ ?_ ?_
  · rintro ⟨T, p⟩ _
    simp
  · rintro ⟨S, p⟩ _
    simp
  · rintro ⟨T, p⟩ h
    have hp : p ∉ T := by simpa using h
    simp [erase_insert hp]
  · rintro ⟨S, p⟩ h
    have hp : p ∈ S := by simpa using h
    simp [insert_erase hp]
  · rintro ⟨T, p⟩ h
    have hp : p ∉ T := by simpa using h
    simp [erase_insert hp]

/-- Adding a pair is the adjoint of removing a pair. -/
theorem removePair_adjoint (φ ψ : PairState m) :
    ∑ T, conj (φ T) * removePair ψ T = ∑ S, conj (addPair φ S) * ψ S := by
  simp only [removePair, addPair, map_sum, Finset.mul_sum, Finset.sum_mul]
  exact sum_insert_eq (fun T S => conj (φ T) * ψ S)

/-- For `n` amplitudes, the sum of `‖f p - f q‖²` over all ordered pairs is twice the amount by
which the squared norm of their sum falls short of `n` times the sum of their squared norms. -/
theorem sum_norm_sub_sq {ι : Type*} (s : Finset ι) (f : ι → ℂ) :
    ∑ p ∈ s, ∑ q ∈ s, ‖f p - f q‖ ^ 2
      = 2 * (s.card * ∑ p ∈ s, ‖f p‖ ^ 2 - ‖∑ p ∈ s, f p‖ ^ 2) := by
  have h : ∀ p q, ‖f p - f q‖ ^ 2 = ‖f p‖ ^ 2 + ‖f q‖ ^ 2
      - 2 * ((f p).re * (f q).re + (f p).im * (f q).im) := by
    intro p q
    simp only [Complex.sq_norm, Complex.normSq_apply, Complex.sub_re, Complex.sub_im]
    ring
  have hs : ‖∑ p ∈ s, f p‖ ^ 2
      = (∑ p ∈ s, (f p).re) * (∑ p ∈ s, (f p).re)
        + (∑ p ∈ s, (f p).im) * (∑ p ∈ s, (f p).im) := by
    rw [Complex.sq_norm, Complex.normSq_apply, Complex.re_sum, Complex.im_sum]
  rw [hs]
  simp only [h, Finset.sum_sub_distrib, Finset.sum_add_distrib, ← Finset.mul_sum,
    ← Finset.sum_mul, Finset.sum_const, nsmul_eq_mul]
  ring

/-- For a state of `k` pairs, the shortfall of `‖Pψ‖²` from `k(m-k+1)‖ψ‖²` is half the sum of
squared amplitude differences over ordered pairs of configurations related by moving one pair. -/
theorem pair_deficit {ψ : PairState m} (hψ : HasPairs k ψ) :
    (k : ℝ) * (m - k + 1) * weight ψ - weight (removePair ψ)
      = 1 / 2 * ∑ T, ∑ p ∈ Tᶜ, ∑ q ∈ Tᶜ, ‖ψ (insert p T) - ψ (insert q T)‖ ^ 2 := by
  -- each configuration of k pairs is reached from k smaller ones
  have hcount : ∑ T, ∑ p ∈ Tᶜ, ‖ψ (insert p T)‖ ^ 2 = k * weight ψ := by
    refine (sum_insert_eq (fun _ S => ‖ψ S‖ ^ 2)).trans ?_
    rw [weight, Finset.mul_sum]
    refine Finset.sum_congr rfl fun S _ => ?_
    by_cases h : S.card = k
    · simp [h]
    · simp [hψ S h]
  -- a configuration of k - 1 pairs leaves m - k + 1 levels empty
  have hT : ∀ T : Finset (Fin m),
      ∑ p ∈ Tᶜ, ∑ q ∈ Tᶜ, ‖ψ (insert p T) - ψ (insert q T)‖ ^ 2
        = 2 * (((m : ℝ) - k + 1) * ∑ p ∈ Tᶜ, ‖ψ (insert p T)‖ ^ 2
          - ‖removePair ψ T‖ ^ 2) := by
    intro T
    by_cases h : T.card + 1 = k
    · have hc : ((Tᶜ).card : ℝ) = m - k + 1 := by
        have h2 := Finset.card_add_card_compl T
        rw [Fintype.card_fin] at h2
        have h3 : ((Tᶜ).card : ℝ) + k = m + 1 := by
          exact_mod_cast (by omega : (Tᶜ).card + k = m + 1)
        linarith
      have h4 := sum_norm_sub_sq Tᶜ (fun p => ψ (insert p T))
      rw [hc] at h4
      exact h4
    · have h0 : ∀ p ∈ Tᶜ, ψ (insert p T) = 0 := fun p hp =>
        hψ _ (by rw [card_insert_of_notMem (mem_compl.mp hp)]; exact h)
      have h1 : removePair ψ T = 0 := Finset.sum_eq_zero h0
      rw [h1, Finset.sum_eq_zero (fun p hp => Finset.sum_eq_zero fun q hq => by
        rw [h0 p hp, h0 q hq]; simp), Finset.sum_eq_zero (fun p hp => by
        rw [h0 p hp]; simp)]
      simp
  rw [Finset.sum_congr rfl fun T _ => hT T, ← Finset.mul_sum, Finset.sum_sub_distrib,
    ← Finset.mul_sum, hcount]
  unfold weight
  ring

/-- The uniform superposition of `k` pairs satisfies the eigenvalue equation of `P*P` with
the value `k(m-k+1)`. -/
theorem uniform_eigen (m k : ℕ) :
    addPair (removePair (uniform m k))
      = (((k : ℝ) * (m - k + 1) : ℝ) : ℂ) • uniform m k := by
  funext S
  have h : ∀ p ∈ S, removePair (uniform m k) (S.erase p)
      = ((m : ℂ) - S.card + 1) * uniform m k S := by
    intro p hp
    have h1 := Finset.card_erase_add_one hp
    have hq : ∀ q ∈ (S.erase p)ᶜ,
        uniform m k (insert q (S.erase p)) = uniform m k S := by
      intro q hq
      have hc : (insert q (S.erase p)).card = S.card := by
        rw [card_insert_of_notMem (mem_compl.mp hq), h1]
      simp only [uniform, hc]
    have h2 := Finset.card_add_card_compl (S.erase p)
    rw [Fintype.card_fin] at h2
    have h3 : (((S.erase p)ᶜ).card : ℂ) + S.card = m + 1 := by
      exact_mod_cast (by omega : ((S.erase p)ᶜ).card + S.card = m + 1)
    rw [removePair, Finset.sum_congr rfl hq, Finset.sum_const, nsmul_eq_mul]
    linear_combination uniform m k S * h3
  change ∑ p ∈ S, removePair (uniform m k) (S.erase p) = _ * uniform m k S
  rw [Finset.sum_congr rfl h, Finset.sum_const, nsmul_eq_mul]
  by_cases hS : S.card = k
  · rw [hS]
    push_cast
    ring
  · simp [uniform, hS]

/-- For `k ≤ m` pairs on `m` levels, the largest eigenvalue of `P*P` is `k(m-k+1)`. -/
theorem largest_pair_eigenvalue (hk : k ≤ m) :
    IsGreatest {E : ℝ | ∃ ψ : PairState m, HasPairs k ψ ∧ ψ ≠ 0 ∧
      addPair (removePair ψ) = (E : ℂ) • ψ} ((k : ℝ) * (m - k + 1)) := by
  constructor
  · refine ⟨uniform m k, fun S hS => by simp [uniform, hS], ?_, uniform_eigen m k⟩
    obtain ⟨S, _, hS⟩ := Finset.exists_subset_card_eq
      (s := (Finset.univ : Finset (Fin m))) (n := k) (by simpa using hk)
    intro h0
    have h1 := congrFun h0 S
    simp [uniform, hS] at h1
  · rintro E ⟨ψ, hψ, h0, hE⟩
    -- the eigenvalue is the ratio of ‖Pψ‖² to ‖ψ‖²
    have hw : weight (removePair ψ) = E * weight ψ := by
      have h := removePair_adjoint (removePair ψ) ψ
      rw [hE] at h
      simp only [Pi.smul_apply, smul_eq_mul, map_mul, Complex.conj_ofReal, mul_assoc,
        Complex.conj_mul', ← Finset.mul_sum] at h
      unfold weight
      exact_mod_cast h
    have hpos : 0 < weight ψ := by
      obtain ⟨S, hS⟩ := Function.ne_iff.mp h0
      exact Finset.sum_pos' (fun _ _ => by positivity)
        ⟨S, mem_univ _, pow_pos (norm_pos_iff.mpr hS) 2⟩
    have hd := pair_deficit hψ
    have hn : 0 ≤ 1 / 2 * ∑ T : Finset (Fin m), ∑ p ∈ Tᶜ, ∑ q ∈ Tᶜ,
        ‖ψ (insert p T) - ψ (insert q T)‖ ^ 2 := by positivity
    exact le_of_mul_le_mul_right (by linarith) hpos

/-- A state of `k` pairs reaches `‖Pψ‖² = k(m-k+1)‖ψ‖²` exactly when it is a multiple of the
uniform superposition. -/
theorem maximal_iff_uniform {ψ : PairState m} (hψ : HasPairs k ψ) :
    weight (removePair ψ) = (k : ℝ) * (m - k + 1) * weight ψ
      ↔ ∃ c : ℂ, ψ = c • uniform m k := by
  have hd := pair_deficit hψ
  constructor
  · intro hmax
    have hz : ∑ T : Finset (Fin m), ∑ p ∈ Tᶜ, ∑ q ∈ Tᶜ,
        ‖ψ (insert p T) - ψ (insert q T)‖ ^ 2 = 0 := by linarith
    -- moving one pair leaves the amplitude unchanged
    have key : ∀ (T : Finset (Fin m)) (p q : Fin m), p ∉ T → q ∉ T →
        ψ (insert p T) = ψ (insert q T) := by
      intro T p q hp hq
      have h1 := (Finset.sum_eq_zero_iff_of_nonneg
        (fun T _ => by positivity)).mp hz T (mem_univ _)
      have h2 := (Finset.sum_eq_zero_iff_of_nonneg
        (fun p _ => by positivity)).mp h1 p (mem_compl.mpr hp)
      have h3 := (Finset.sum_eq_zero_iff_of_nonneg
        (fun q _ => by positivity)).mp h2 q (mem_compl.mpr hq)
      exact sub_eq_zero.mp (norm_eq_zero.mp (pow_eq_zero_iff two_ne_zero |>.mp h3))
    -- such moves connect any two configurations with equally many pairs
    have conn : ∀ (n : ℕ) (S S' : Finset (Fin m)), S.card = S'.card →
        (S \ S').card = n → ψ S = ψ S' := by
      intro n
      induction n with
      | zero =>
        intro S S' hc hn
        have hs : S ⊆ S' := sdiff_eq_empty_iff_subset.mp (card_eq_zero.mp hn)
        rw [eq_of_subset_of_card_le hs hc.ge]
      | succ n ih =>
        intro S S' hc hn
        have e1 := card_sdiff_add_card_inter S S'
        have e2 := card_sdiff_add_card_inter S' S
        rw [inter_comm S' S] at e2
        obtain ⟨p, hp⟩ := card_pos.mp (by omega : 0 < (S \ S').card)
        obtain ⟨q, hq⟩ := card_pos.mp (by omega : 0 < (S' \ S).card)
        have hp' := mem_sdiff.mp hp
        have hq' := mem_sdiff.mp hq
        have hqe : q ∉ S.erase p := fun h => hq'.2 (mem_of_mem_erase h)
        have hs : insert q (S.erase p) \ S' = (S \ S').erase p := by
          ext x
          simp only [mem_sdiff, mem_insert, mem_erase]
          constructor
          · rintro ⟨h1 | ⟨h1, h2⟩, h3⟩
            · exact absurd (h1 ▸ hq'.1) h3
            · exact ⟨h1, h2, h3⟩
          · rintro ⟨h1, h2, h3⟩
            exact ⟨Or.inr ⟨h1, h2⟩, h3⟩
        calc ψ S = ψ (insert p (S.erase p)) := by rw [insert_erase hp'.1]
          _ = ψ (insert q (S.erase p)) := key _ p q (by simp) hqe
          _ = ψ S' := ih _ _
              (by rw [card_insert_of_notMem hqe, card_erase_add_one hp'.1, hc])
              (by rw [hs, card_erase_of_mem hp, hn]; rfl)
    by_cases hex : ∃ S₀ : Finset (Fin m), S₀.card = k
    · obtain ⟨S₀, h₀⟩ := hex
      refine ⟨ψ S₀, funext fun S => ?_⟩
      by_cases hS : S.card = k
      · simpa [uniform, hS] using conn _ S S₀ (hS.trans h₀.symm) rfl
      · simp [uniform, hS, hψ S hS]
    · exact ⟨0, funext fun S => by simpa using hψ S (fun h => hex ⟨S, h⟩)⟩
  · rintro ⟨c, rfl⟩
    have hz : ∑ T : Finset (Fin m), ∑ p ∈ Tᶜ, ∑ q ∈ Tᶜ,
        ‖(c • uniform m k) (insert p T) - (c • uniform m k) (insert q T)‖ ^ 2 = 0 := by
      refine Finset.sum_eq_zero fun T _ => Finset.sum_eq_zero fun p hp =>
        Finset.sum_eq_zero fun q hq => ?_
      simp [uniform, card_insert_of_notMem (mem_compl.mp hp),
        card_insert_of_notMem (mem_compl.mp hq)]
    rw [hz] at hd
    linarith

end

end YangPairOccupation
```

```lean
#print axioms YangPairOccupation.removePair_single
#print axioms YangPairOccupation.largest_pair_eigenvalue
#print axioms YangPairOccupation.maximal_iff_uniform
```

```
'YangPairOccupation.removePair_single' depends on axioms: [propext, Classical.choice, Quot.sound]
'YangPairOccupation.largest_pair_eigenvalue' depends on axioms: [propext, Classical.choice, Quot.sound]
'YangPairOccupation.maximal_iff_uniform' depends on axioms: [propext, Classical.choice, Quot.sound]
```

## Pairs as subsets of levels

A configuration is a finite set `S : Finset (Fin m)` of filled levels, and a `PairState m` is a function $\psi$ from configurations to $\mathbb{C}$. All pair numbers live in this one space; `HasPairs k ψ` selects the sector with exactly $k$ pairs by requiring $\psi(S)=0$ whenever $|S|\neq k$. The Pauli principle enters through the sets: a level can't appear twice, so it holds at most one pair.

The two operators act on amplitudes as

$$(P\psi)(T)=\sum_{p\notin T}\psi(T\cup\{p\}),\qquad (P^*\varphi)(S)=\sum_{p\in S}\varphi(S\setminus\{p\}).$$

They are `removePair` and `addPair`. The first formula looks as if it added a level, because it collects the amplitudes of all configurations that lead to $T$. The lemma `removePair_single` confirms the action on a single configuration: $S$ goes to the sum of the sets $S\setminus\{p\}$ with $p\in S$.

Two names need care. `weight` is the squared norm $\|\psi\|^2=\sum_S|\psi(S)|^2$, and `uniform m k` is unnormalised, with amplitude 1 on every $k$-subset. For $k\le m$ the normalised state has amplitude $\binom{m}{k}^{-1/2}$ instead.

The theorem `largest_pair_eigenvalue` says that, for $k\le m$, the number $k(m-k+1)$ is the greatest element of the set of real $E$ for which some nonzero $k$-pair state satisfies $P^*P\psi=E\psi$. Restricting $E$ to real numbers loses nothing, since $P^*P$ is self-adjoint. The theorem `maximal_iff_uniform` says that a $k$-pair state has $\|P\psi\|^2=k(m-k+1)\|\psi\|^2$ exactly when it is a multiple of the uniform superposition. The zero state counts as a multiple.

## From the eigenvalue to a pair occupation

In second quantisation $P$ stands for $\sum_p c_{p\downarrow}c_{p\uparrow}$, restricted to states without singly occupied levels. That identification is the step from the Lean model to real fermions, and it is made outside the code. It rests on the fact that pair operators on different levels commute, so no signs appear when a pair is removed.

Let $m\ge1$ and $k\le m$. The normalised pair mode is $P/\sqrt m$, so its largest occupation is $k(m-k+1)/m$. At half filling, $k=m/2$, this equals $(m+2)/4$ and grows with the system. A single configuration gives only $k/m\le 1$, because $P$ turns it into $k$ distinct configurations. The large value comes from coherence between configurations.

This is the value in Yang's bound on pair occupation; it appears twice as large when the two-particle density matrix is normalised to trace $2k(2k-1)$. His bound holds for every state of $2k$ fermions in $2m$ spin orbitals and every normalised pair function, whereas the theorems here concern doubly occupied levels and the one pair mode with equal weights.

In electronic structure, the uniform state is the antisymmetrised geminal power with equal coefficients. For the pairing Hamiltonian $-G\,P^*P$ with $G>0$, whose levels all lie at energy zero, it is the ground state within the space of $k$ pairs without singly occupied levels, at energy $-G\,k(m-k+1)$.

## The shortfall as a sum of squared differences

**Adjointness.** Choosing a configuration $T$ and an empty level $p$ to fill amounts to choosing the larger configuration $S=T\cup\{p\}$ and a filled level $p$ to empty. Therefore

$$\sum_T\sum_{p\notin T}\overline{\varphi(T)}\,\psi(T\cup\{p\})=\sum_S\sum_{p\in S}\overline{\varphi(S\setminus\{p\})}\,\psi(S),$$

which is $\langle\varphi,P\psi\rangle=\langle P^*\varphi,\psi\rangle$. The lemma `sum_insert_eq` proves the reindexing by giving the two maps and checking that they are inverse to each other; `removePair_adjoint` applies it.

**An identity for amplitudes.** For $n$ complex numbers $f_p$, expand

$$|f_p-f_q|^2=|f_p|^2+|f_q|^2-2\,\mathrm{Re}(\overline{f_p}f_q)$$

and sum over both indices:

$$\sum_{p,q}|f_p-f_q|^2=2\Big(n\sum_p|f_p|^2-\Big|\sum_p f_p\Big|^2\Big).$$

This is `sum_norm_sub_sq`, proved through real and imaginary parts.

**The shortfall.** Let $\psi$ have $k$ pairs, and take $|T|=k-1$. Then $T$ leaves $m-k+1$ levels empty. With $f_p=\psi(T\cup\{p\})$ the identity becomes

$$\sum_{p,q\notin T}|\psi(T\cup\{p\})-\psi(T\cup\{q\})|^2=2\Big((m-k+1)\sum_{p\notin T}|\psi(T\cup\{p\})|^2-|(P\psi)(T)|^2\Big).$$

For $T$ of any other size all terms vanish. Now sum over $T$. Each $k$-subset $S$ arises from $k$ smaller sets, so $\sum_T\sum_{p\notin T}|\psi(T\cup\{p\})|^2=k\|\psi\|^2$, and

$$k(m-k+1)\|\psi\|^2-\|P\psi\|^2=\tfrac12\sum_T\sum_{p,q\notin T}|\psi(T\cup\{p\})-\psi(T\cup\{q\})|^2.$$

This is `pair_deficit`. Its local statements `hcount` and `hT` are the count and the identity for fixed $T$. The two configurations in each difference are related by moving one pair from $q$ to $p$.

## The bound is attained

If $P^*P\psi=E\psi$ with $\psi\ne0$, adjointness gives $\|P\psi\|^2=E\|\psi\|^2$. The right side of the shortfall formula is non-negative, so $E\|\psi\|^2\le k(m-k+1)\|\psi\|^2$, and dividing by $\|\psi\|^2>0$ bounds $E$. These are the steps `hw`, `hn` and `hpos` in the second half of `largest_pair_eigenvalue`.

For the uniform state $u$ and $|S|=k$, count directly:

$$(P^*Pu)(S)=\sum_{p\in S}\ \sum_{q\notin S\setminus\{p\}}u\big((S\setminus\{p\})\cup\{q\}\big)=k(m-k+1).$$

There are $k$ choices of $p$, then $m-k+1$ choices of $q$, and every resulting set again has $k$ elements. For $|S|\ne k$ both sides of the eigenvalue equation are zero. This is `uniform_eigen`. The condition $k\le m$ provides a $k$-subset, so that $u\neq0$.

## Only the uniform state reaches it

If $\|P\psi\|^2$ equals the bound, the sum of squared differences is zero, and so is each term. Moving one pair then leaves the amplitude unchanged, which is `key` in the proof of `maximal_iff_uniform`.

The statement `conn` extends this to any two configurations $S$ and $S'$ of equal size, by induction on $|S\setminus S'|$. If that number is zero, the sets coincide. Otherwise pick $p\in S\setminus S'$ and $q\in S'\setminus S$, and move the pair from $p$ to $q$. The amplitude stays the same and the number drops by one. Hence $\psi$ is constant on all $k$-subsets, and the constant is the factor $c$ in $\psi=c\,u$.

Conversely, for $\psi=c\,u$ the sets $T\cup\{p\}$ and $T\cup\{q\}$ have equal size and thus equal amplitudes, so the shortfall is zero. Since an eigenvector with the largest eigenvalue reaches the bound, that eigenvalue is non-degenerate in the $k$-pair sector.
